# Damped polarization exchange in the zero-quantum Bloch equations at rotational resonance

## Variables and conventions

Two dipole-coupled spins 1/2 of the same isotope are at rotational resonance when their isotropic shift difference matches a small integer multiple of the magic-angle spinning frequency. Let $z$ be their longitudinal polarization difference, scaled to $z(0)=1$, and $y$ the component of the zero-quantum coherence that exchanges with it, with $y(0)=0$. The model is

$$z'=-b\,y,\qquad y'=b\,z-r\,y .$$

Here $b$ is the effective dipolar coupling that the resonance reintroduces, as an angular frequency, and $r$ is the decay rate of the zero-quantum coherence. The underdamped regime is $b>r/2\ge 0$, with exchange frequency $R=\sqrt{b^2-r^2/4}>0$.

These equations are postulated, not derived from the spinning Hamiltonian. They describe one crystallite orientation at exact resonance, in a frame that removes the precession of the zero-quantum coherence. Only the resonant part of the dipolar coupling is kept; its rapidly oscillating parts, longitudinal relaxation and the powder average are left out.

## What is proved

In the underdamped regime every solution with these initial values satisfies

$$z(t)=e^{-rt/2}\Big(\cos Rt+\frac{r}{2R}\sin Rt\Big),$$

and $z^2+y^2$ never increases. For this two-variable model at a single orientation, the formula gives a reference curve for testing a numerical integrator.

In Lean, `ZQBloch b r z y` says that the real functions `z` and `y` have the stated derivatives at every real time, negative times included. `exchangeFreq b r` is $R$, and `Antitone` expresses the monotonicity. The main theorem, `rotational_resonance_exchange`, takes the regime as `hr` and `hb` and the initial values as `hz` and `hy`.

## Derivation by constants of the motion

Remove the mean decay by setting $w=e^{rt/2}(z,y)^T$. Then

$$w'=Mw,\qquad M=\begin{pmatrix} r/2&-b\\ b&-r/2\end{pmatrix},\qquad M^2=-R^2\,\mathbb 1 .$$

Consider $C(t)=(R\cos Rt-M\sin Rt)\,w(t)$. Its derivative is

$$C'=(-R^2\sin Rt-RM\cos Rt)w+(RM\cos Rt-M^2\sin Rt)w=-(R^2+M^2)\sin Rt\,w=0,$$

so $C(t)=C(0)=R\,w(0)$. Multiply by $R\cos Rt+M\sin Rt$. On the left this gives $(R^2\cos^2Rt-M^2\sin^2Rt)w=R^2w$, hence

$$w(t)=\Big(\cos Rt+\frac{M}{R}\sin Rt\Big)w(0).$$

For $w(0)=(1,0)^T$ we have $Mw(0)=(r/2,b)^T$. The first component is the stated $z$, and the second gives $y=(b/R)e^{-rt/2}\sin Rt$.

For the squared length,

$$(z^2+y^2)'=2z(-by)+2y(bz-ry)=-2ry^2\le 0 .$$

## Inversion and critical damping

At $t=\pi/R$ the cosine is $-1$ and the sine vanishes, so $z(\pi/R)=-e^{-\pi r/(2R)}$: the polarization difference is inverted, and its magnitude is reduced if $r>0$.

At $r=2b$ the frequency $R$ is zero. With $w=(u,v)^T$, both components then obey $u'=v'=b(u-v)$. Thus $u-v$ keeps its initial value $1$, so $u=1+bt$ and $z(t)=e^{-bt}(1+bt)$. The oscillation is gone.

## The Lean file

```lean
import Mathlib

open Real

namespace RotationalResonance

noncomputable section

/-- The zero-quantum Bloch equations at rotational resonance: the polarization difference `z`
and the zero-quantum coherence `y` are coupled with strength `b`, and `y` decays at rate `r`. -/
structure ZQBloch (b r : ℝ) (z y : ℝ → ℝ) : Prop where
  dz : ∀ t, HasDerivAt z (-b * y t) t
  dy : ∀ t, HasDerivAt y (b * z t - r * y t) t

/-- The damped exchange frequency `R = sqrt (b² - r²/4)`, meant for `r²/4 ≤ b²`. -/
def exchangeFreq (b r : ℝ) : ℝ := √(b ^ 2 - r ^ 2 / 4)

/-- A linear phase `a s` grows at the constant rate `a`. -/
lemma hasDerivAt_phase (a t : ℝ) : HasDerivAt (fun s : ℝ => a * s) a t :=
  ((hasDerivAt_id' t).const_mul a).congr_deriv (mul_one a)

/-- For a nonzero real `R` with `R² = b² - r²/4`, every solution of the zero-quantum Bloch equations
is given at every time by its initial values through the formulas below. -/
theorem propagator {b r R : ℝ} {z y : ℝ → ℝ} (h : ZQBloch b r z y)
    (hR : R ≠ 0) (hR2 : R ^ 2 = b ^ 2 - r ^ 2 / 4) (t : ℝ) :
    z t = exp (-r * t / 2) *
        (cos (R * t) * z 0 + (r / 2 * z 0 - b * y 0) / R * sin (R * t)) ∧
    y t = exp (-r * t / 2) *
        (cos (R * t) * y 0 + (b * z 0 - r / 2 * y 0) / R * sin (R * t)) := by
  have hE (s : ℝ) : HasDerivAt (fun s => exp (r / 2 * s)) (exp (r / 2 * s) * (r / 2)) s :=
    (hasDerivAt_phase (r / 2) s).exp
  have hc (s : ℝ) : HasDerivAt (fun s => cos (R * s)) (-sin (R * s) * R) s :=
    (hasDerivAt_phase R s).cos
  have hs (s : ℝ) : HasDerivAt (fun s => sin (R * s)) (cos (R * s) * R) s :=
    (hasDerivAt_phase R s).sin
  -- the inverse propagator applied to the solution gives two constants of the motion
  have dF (s : ℝ) : HasDerivAt (fun s => exp (r / 2 * s) *
      (R * cos (R * s) * z s - sin (R * s) * (r / 2 * z s - b * y s))) 0 s := by
    refine ((hE s).fun_mul ((((hc s).const_mul R).fun_mul (h.dz s)).fun_sub
      ((hs s).fun_mul (((h.dz s).const_mul (r / 2)).fun_sub
        ((h.dy s).const_mul b))))).congr_deriv ?_
    linear_combination (-(exp (r / 2 * s) * sin (R * s) * z s)) * hR2
  have dG (s : ℝ) : HasDerivAt (fun s => exp (r / 2 * s) *
      (R * cos (R * s) * y s - sin (R * s) * (b * z s - r / 2 * y s))) 0 s := by
    refine ((hE s).fun_mul ((((hc s).const_mul R).fun_mul (h.dy s)).fun_sub
      ((hs s).fun_mul (((h.dz s).const_mul b).fun_sub
        ((h.dy s).const_mul (r / 2)))))).congr_deriv ?_
    linear_combination (-(exp (r / 2 * s) * sin (R * s) * y s)) * hR2
  have hF := is_const_of_deriv_eq_zero (fun s => (dF s).differentiableAt)
    (fun s => (dF s).deriv) t 0
  have hG := is_const_of_deriv_eq_zero (fun s => (dG s).differentiableAt)
    (fun s => (dG s).deriv) t 0
  simp only [mul_zero, cos_zero, sin_zero, exp_zero] at hF hG
  have hcs := sin_sq_add_cos_sq (R * t)
  have hD : exp (-r * t / 2) * exp (r / 2 * t) = 1 := by
    rw [← exp_add, show -r * t / 2 + r / 2 * t = 0 by ring, exp_zero]
  have hRi : R * R⁻¹ = 1 := mul_inv_cancel₀ hR
  generalize exp (-r * t / 2) = D at *
  generalize exp (r / 2 * t) = E at *
  generalize cos (R * t) = c at *
  generalize sin (R * t) = s at *
  -- invert the two relations
  have hu : R * (E * z t) = R * c * z 0 + s * (r / 2 * z 0 - b * y 0) := by
    apply mul_left_cancel₀ hR
    linear_combination (R * c + s * r / 2) * hF - s * b * hG
      - R ^ 2 * E * z t * hcs + s ^ 2 * E * z t * hR2
  have hv : R * (E * y t) = R * c * y 0 + s * (b * z 0 - r / 2 * y 0) := by
    apply mul_left_cancel₀ hR
    linear_combination (R * c - s * r / 2) * hG + s * b * hF
      - R ^ 2 * E * y t * hcs + s ^ 2 * E * y t * hR2
  constructor
  · linear_combination D * R⁻¹ * hu - z t * hD - (D * E * z t - D * c * z 0) * hRi
  · linear_combination D * R⁻¹ * hv - y t * hD - (D * E * y t - D * c * y 0) * hRi

/-- For a nonzero real `R` with `R² = b² - r²/4`, the pair of functions below solves the
zero-quantum Bloch equations. -/
theorem closed_form_solves {b r R : ℝ} (hR : R ≠ 0) (hR2 : R ^ 2 = b ^ 2 - r ^ 2 / 4) :
    ZQBloch b r
      (fun t => exp (-r * t / 2) * (cos (R * t) + r / (2 * R) * sin (R * t)))
      (fun t => b / R * (exp (-r * t / 2) * sin (R * t))) := by
  have hRi : R * R⁻¹ = 1 := mul_inv_cancel₀ hR
  have hD (t : ℝ) : HasDerivAt (fun t => exp (-r * t / 2))
      (exp (-r * t / 2) * (-r / 2)) t :=
    ((hasDerivAt_phase (-r) t).div_const 2).exp
  have hc (t : ℝ) : HasDerivAt (fun t => cos (R * t)) (-sin (R * t) * R) t :=
    (hasDerivAt_phase R t).cos
  have hs (t : ℝ) : HasDerivAt (fun t => sin (R * t)) (cos (R * t) * R) t :=
    (hasDerivAt_phase R t).sin
  constructor <;> intro t
  · refine ((hD t).fun_mul ((hc t).fun_add
      ((hs t).const_mul (r / (2 * R))))).congr_deriv ?_
    linear_combination exp (-r * t / 2) * (r / 2 * cos (R * t) + sin (R * t) * R) * hRi
      - exp (-r * t / 2) * R⁻¹ * sin (R * t) * hR2
  · refine (((hD t).fun_mul (hs t)).const_mul (b / R)).congr_deriv ?_
    linear_combination b * exp (-r * t / 2) * cos (R * t) * hRi

/-- For every solution of the zero-quantum Bloch equations, the squared length `z² + y²` changes at
the rate `-2 r y²`. -/
theorem length_balance {b r : ℝ} {z y : ℝ → ℝ} (h : ZQBloch b r z y) (t : ℝ) :
    HasDerivAt (fun t => z t ^ 2 + y t ^ 2) (-2 * r * y t ^ 2) t := by
  refine (((h.dz t).fun_pow 2).fun_add ((h.dy t).fun_pow 2)).congr_deriv ?_
  simp only [Nat.cast_ofNat, Nat.reduceSub, pow_one]
  ring

/-- For `b > r/2 ≥ 0`, every solution that starts with `z = 1` and `y = 0` has the polarization
difference shown, and `z² + y²` never increases in time. -/
theorem rotational_resonance_exchange {b r : ℝ} {z y : ℝ → ℝ} (h : ZQBloch b r z y)
    (hr : 0 ≤ r / 2) (hb : r / 2 < b) (hz : z 0 = 1) (hy : y 0 = 0) :
    (∀ t, z t = exp (-r * t / 2) * (cos (exchangeFreq b r * t)
      + r / (2 * exchangeFreq b r) * sin (exchangeFreq b r * t))) ∧
    Antitone (fun t => z t ^ 2 + y t ^ 2) := by
  have hpos : 0 < b ^ 2 - r ^ 2 / 4 := by nlinarith
  constructor
  · intro t
    have hp := (propagator h (R := exchangeFreq b r) (sqrt_pos.mpr hpos).ne'
      (sq_sqrt hpos.le) t).1
    rw [hz, hy] at hp
    rw [hp]
    ring
  · refine antitone_of_deriv_nonpos (fun t => (length_balance h t).differentiableAt) ?_
    intro t
    rw [(length_balance h t).deriv]
    nlinarith [mul_nonneg hr (sq_nonneg (y t))]

/-- For `b > r/2 ≥ 0` and the start `z = 1`, `y = 0`, the polarization difference at time `π/R`,
where `R = exchangeFreq b r`, is inverted and has magnitude `exp (-π r / (2 R))`. -/
theorem inversion_at_half_period {b r : ℝ} {z y : ℝ → ℝ} (h : ZQBloch b r z y)
    (hr : 0 ≤ r / 2) (hb : r / 2 < b) (hz : z 0 = 1) (hy : y 0 = 0) :
    z (π / exchangeFreq b r) = -exp (-(π * r / (2 * exchangeFreq b r))) := by
  have hpos : 0 < b ^ 2 - r ^ 2 / 4 := by nlinarith
  have hR : exchangeFreq b r ≠ 0 := (sqrt_pos.mpr hpos).ne'
  rw [(rotational_resonance_exchange h hr hb hz hy).1, mul_div_cancel₀ π hR, cos_pi, sin_pi,
    show -r * (π / exchangeFreq b r) / 2 = -(π * r / (2 * exchangeFreq b r)) by ring]
  ring

/-- At critical damping `r = 2b`, every solution that starts with `z = 1` and `y = 0` has
`z(t) = exp (-b t) (1 + b t)`. -/
theorem critical_damping {b : ℝ} {z y : ℝ → ℝ} (h : ZQBloch b (2 * b) z y)
    (hz : z 0 = 1) (hy : y 0 = 0) (t : ℝ) : z t = exp (-(b * t)) * (1 + b * t) := by
  have hE (s : ℝ) : HasDerivAt (fun s => exp (b * s)) (exp (b * s) * b) s :=
    (hasDerivAt_phase b s).exp
  -- two constants of the motion, now with a linear instead of an oscillating factor
  have dG (s : ℝ) : HasDerivAt (fun s => exp (b * s) * (z s - y s)) 0 s := by
    refine ((hE s).fun_mul ((h.dz s).fun_sub (h.dy s))).congr_deriv ?_
    ring
  have dF (s : ℝ) : HasDerivAt
      (fun s => exp (b * s) * (z s - b * s * (z s - y s))) 0 s := by
    refine ((hE s).fun_mul ((h.dz s).fun_sub ((hasDerivAt_phase b s).fun_mul
      ((h.dz s).fun_sub (h.dy s))))).congr_deriv ?_
    ring
  have hG := is_const_of_deriv_eq_zero (fun s => (dG s).differentiableAt)
    (fun s => (dG s).deriv) t 0
  have hF := is_const_of_deriv_eq_zero (fun s => (dF s).differentiableAt)
    (fun s => (dF s).deriv) t 0
  simp only [mul_zero, exp_zero, hz, hy] at hF hG
  have hD : exp (-(b * t)) * exp (b * t) = 1 := by
    rw [← exp_add, neg_add_cancel, exp_zero]
  linear_combination exp (-(b * t)) * hF + exp (-(b * t)) * (b * t) * hG - z t * hD

end

end RotationalResonance
```

```lean
#print axioms RotationalResonance.closed_form_solves
#print axioms RotationalResonance.rotational_resonance_exchange
#print axioms RotationalResonance.inversion_at_half_period
#print axioms RotationalResonance.critical_damping
```

```
'RotationalResonance.closed_form_solves' depends on axioms: [propext, Classical.choice, Quot.sound]
'RotationalResonance.rotational_resonance_exchange' depends on axioms: [propext, Classical.choice, Quot.sound]
'RotationalResonance.inversion_at_half_period' depends on axioms: [propext, Classical.choice, Quot.sound]
'RotationalResonance.critical_damping' depends on axioms: [propext, Classical.choice, Quot.sound]
```

## Reading the proof

`propagator` treats arbitrary initial values and needs only $R\ne0$ and $R^2=b^2-r^2/4$. Its facts `dF` and `dG` say that the two components of $C$ have zero derivative; the relation `hR2` supplies $M^2=-R^2\,\mathbb 1$. The lemma `is_const_of_deriv_eq_zero` then equates their values at $t$ and $0$. The steps `hu` and `hv` are the two rows of the multiplication by $R\cos Rt+M\sin Rt$, with `hcs` providing $\sin^2+\cos^2=1$. The last two `linear_combination` calls divide by $R$ and cancel the exponentials. Uniqueness thus follows without a general theorem on differential equations.

`closed_form_solves` differentiates the explicit pair and confirms both equations, so the underdamped solutions do exist; their initial values follow by setting $t=0$.

`length_balance` computes the derivative of the squared length. The main theorem specializes `propagator` to the given initial values, and `antitone_of_deriv_nonpos` turns the sign of that derivative into monotonicity.

`inversion_at_half_period` evaluates the main formula at $\pi/R$. `critical_damping` repeats the constants-of-the-motion argument with $u-v$ and $u-bt(u-v)$, which appear as `dG` and `dF`.
